# The self-energies of two finite Hermitian cores agree to first order around a reference energy off both spectra exactly when they and the eliminated norms match there

**Q.** Show me the mechanism on something I can compute in my head.

**A.** Take one valence orbital coupled with strength $b$ to one core level $d$. Eliminating the core leaves the term $S(E)=|b|^2/(E-d)$ in the valence equation. It is usually called the self-energy due to the core, and here also the scattering term. The core amplitude per unit valence amplitude is $\bar b/(E-d)$, so the norm removed from view is $N(E)=|b|^2/(E-d)^2$. That is minus the slope of $S$.

Now compare two cores at the reference energy $E_0=0$. The first has one level at $-1$ with $|b|^2=3$. The second has levels at $-2$ and $-\tfrac12$ with squared couplings $4$ and $\tfrac12$. Both have $S(0)=3$ and $N(0)=3$, and

$$S_2(E)-S_1(E)=\frac{4}{E+2}+\frac{1}{2E+1}-\frac{3}{E+1}=\frac{3E^2}{(E+1)(E+2)(2E+1)}.$$

The linear term is gone, but the cores are still different: at $E=1$ the difference is $1/6$.

**Q.** With scalars, that is just a derivative. What happens when the core is a matrix?

**A.** Let $D$ be the core block, $B$ the valence–core coupling and $B^*$ its conjugate transpose. For real $E$ and $E_0$ off the spectrum of $D$, write $R=(E-D)^{-1}$, $R_0=(E_0-D)^{-1}$ and $\delta=E-E_0$. Then

$$R-R_0=R\,[(E_0-D)-(E-D)]\,R_0=-\delta\,RR_0.$$

Multiplying on the right by $R_0$ gives $RR_0=R_0^2-\delta\,RR_0^2$. Putting this back into the first identity gives

$$R-R_0=-\delta R_0^2+\delta^2RR_0^2.$$

With $S(E)=BRB^*$, multiplication by $B$ on the left and $B^*$ on the right yields

$$S(E)-S(E_0)+\delta\,BR_0^2B^*=\delta^2\,BRR_0^2B^*.$$

This is an identity, with no terms neglected.

**Q.** And the norm?

**A.** The core amplitude is $Y=R_0B^*$, and the eliminated norm is $N(E_0)=Y^*Y=BR_0^*R_0B^*$. If $D$ is Hermitian and $E_0$ is real, then $R_0^*=R_0$, so $N(E_0)=BR_0^2B^*$. Since $R$ is continuous at $E_0$, the right-hand side above is $O(\delta^2)$. For two Hermitian cores, subtraction gives

$$S_1(E)-S_2(E)=[S_1(E_0)-S_2(E_0)]-\delta\,[N_1(E_0)-N_2(E_0)]+O(\delta^2).$$

If both brackets vanish, the difference is $O(\delta^2)$. Conversely, if the difference is $O(\delta^2)$, setting $\delta=0$ kills the first bracket; dividing by $\delta$ and letting $\delta\to0$ kills the second.

**Q.** Now the formal side. What are the objects?

**A.** The type `m` labels valence orbitals and `n` labels core orbitals. The types `n₁` and `n₂` label two separate cores, which may have different sizes. Core types are finite, and the basis is orthonormal, because no overlap matrix appears.

In Lean 4 with Mathlib:

```lean
import Mathlib

open Matrix Asymptotics Topology

namespace CoreTransferability

noncomputable section

variable {m n n₁ n₂ : Type*} [Fintype n] [DecidableEq n]
  [Fintype n₁] [DecidableEq n₁] [Fintype n₂] [DecidableEq n₂]
```

The resolvent takes a real energy, which is read as a complex number inside the matrix.

```lean
/-- The core resolvent `(E - D)⁻¹`, for energies `E` outside the spectrum of `D`. -/
def coreResolvent (D : Matrix n n ℂ) (E : ℝ) : Matrix n n ℂ :=
  ((E : ℂ) • (1 : Matrix n n ℂ) - D)⁻¹
```

The scattering term is $S(E)$, with `Bᴴ` for $B^*$.

```lean
/-- The scattering term `S(E) = B (E - D)⁻¹ B*` of the core, for `E` outside the spectrum
of `D`. -/
def selfEnergy (B : Matrix m n ℂ) (D : Matrix n n ℂ) (E : ℝ) : Matrix m m ℂ :=
  B * coreResolvent D E * Bᴴ
```

**Q.** Is the norm a genuine norm, or the derivative of $S$ under another name?

**A.** It is built from the amplitude, which sends a valence vector to its core component.

```lean
/-- The map `(E - D)⁻¹ B*` from a valence vector to its core component, for `E` outside the
spectrum of `D`. -/
def coreAmplitude (B : Matrix m n ℂ) (D : Matrix n n ℂ) (E : ℝ) : Matrix n m ℂ :=
  coreResolvent D E * Bᴴ
```

The norm is then the Gram matrix of that map.

```lean
/-- The eliminated norm: the Gram matrix of the core components, for `E` outside the spectrum
of `D`. -/
def eliminatedNorm (B : Matrix m n ℂ) (D : Matrix n n ℂ) (E : ℝ) : Matrix m m ℂ :=
  (coreAmplitude B D E)ᴴ * coreAmplitude B D E
```

The definition matters. Had `eliminatedNorm` been written as $B(E_0-D)^{-2}B^*$, the theorem would have looked the same, but for a non-Hermitian core that matrix need not be a norm at all. The physical content would have slipped into a definition.

**Q.** How does "off the spectrum" become something one can invert?

**A.** Through the secular determinant: $E$ is off the spectrum exactly when $\det(E-D)\neq0$. The proof unfolds spectrum membership and uses the fact that a matrix is invertible when its determinant is.

```lean
/-- An energy avoids the core spectrum exactly when the secular determinant is nonzero. -/
theorem off_spectrum_iff (D : Matrix n n ℂ) (E : ℝ) :
    (E : ℂ) ∉ spectrum ℂ D ↔ ((E : ℂ) • (1 : Matrix n n ℂ) - D).det ≠ 0 := by
  rw [spectrum.mem_iff, not_not, Algebra.algebraMap_eq_smul_one,
    Matrix.isUnit_iff_isUnit_det, isUnit_iff_ne_zero]
```

**Q.** I still want to see these matrices come out of an eigenvalue problem.

**A.** Let $x$ be the valence part of a state and $y$ its core part. The core row reads $B^*x+Dy=Ey$. The next theorem assumes this row, with $E$ off the spectrum of $D$, and concludes that $By=S(E)x$ and $y^*y=x^*N(E)x$. So if the valence row is $Ax+By=Ex$, with $A$ the valence block, it becomes $(A+S(E))x=Ex$.

In the proof, `hM` rearranges the row to $(E-D)y=B^*x$, `hy` multiplies by the inverse to get $y=Yx$ with $Y$ taken at $E$, and the two conclusions follow by substitution.

```lean
/-- Off the core spectrum, a core component `y` that solves the core row of the eigenvalue equation
acts back on the valence vector `x` as `S(E) x`, and its squared norm is the quadratic form
`x* N(E) x` of the eliminated norm `N(E)`. -/
theorem core_elimination [Fintype m] (B : Matrix m n ℂ) {D : Matrix n n ℂ} {E : ℝ}
    (hE : (E : ℂ) ∉ spectrum ℂ D) {x : m → ℂ} {y : n → ℂ}
    (h : Bᴴ *ᵥ x + D *ᵥ y = (E : ℂ) • y) :
    B *ᵥ y = selfEnergy B D E *ᵥ x ∧
      star y ⬝ᵥ y = star x ⬝ᵥ (eliminatedNorm B D E *ᵥ x) := by
  have hM : ((E : ℂ) • (1 : Matrix n n ℂ) - D) *ᵥ y = Bᴴ *ᵥ x := by
    rw [Matrix.sub_mulVec, Matrix.smul_mulVec, Matrix.one_mulVec, ← h, add_sub_cancel_right]
  -- solve the core row for the core component
  have hy : y = coreAmplitude B D E *ᵥ x := by
    rw [coreAmplitude, ← Matrix.mulVec_mulVec, ← hM, Matrix.mulVec_mulVec, coreResolvent,
      Matrix.nonsing_inv_mul _ (isUnit_iff_ne_zero.2 ((off_spectrum_iff D E).1 hE)),
      Matrix.one_mulVec]
  constructor
  · rw [hy, Matrix.mulVec_mulVec, selfEnergy, coreAmplitude, Matrix.mul_assoc]
  · rw [hy, Matrix.star_mulVec, eliminatedNorm, ← Matrix.dotProduct_mulVec,
      Matrix.mulVec_mulVec]
```

**Q.** Then the resolvent identity?

**A.** Yes. `h` and `h₀` are the two inverse relations, and `hA` is the difference $(E_0-D)-(E-D)=(E_0-E)\,1$. The `calc` block inserts the identities and factors, as in the first line of the derivation.

```lean
/-- The resolvent identity for two energies off the core spectrum. -/
theorem resolvent_identity {D : Matrix n n ℂ} {E E₀ : ℝ}
    (hE : (E : ℂ) ∉ spectrum ℂ D) (hE₀ : (E₀ : ℂ) ∉ spectrum ℂ D) :
    coreResolvent D E - coreResolvent D E₀ =
      ((E₀ - E : ℝ) : ℂ) • (coreResolvent D E * coreResolvent D E₀) := by
  have h : coreResolvent D E * ((E : ℂ) • (1 : Matrix n n ℂ) - D) = 1 :=
    Matrix.nonsing_inv_mul _ (isUnit_iff_ne_zero.2 ((off_spectrum_iff D E).1 hE))
  have h₀ : ((E₀ : ℂ) • (1 : Matrix n n ℂ) - D) * coreResolvent D E₀ = 1 :=
    Matrix.mul_nonsing_inv _ (isUnit_iff_ne_zero.2 ((off_spectrum_iff D E₀).1 hE₀))
  have hA : ((E₀ : ℂ) • (1 : Matrix n n ℂ) - D) - ((E : ℂ) • (1 : Matrix n n ℂ) - D) =
      ((E₀ - E : ℝ) : ℂ) • (1 : Matrix n n ℂ) := by
    push_cast
    module
  calc coreResolvent D E - coreResolvent D E₀
      = coreResolvent D E * (((E₀ : ℂ) • (1 : Matrix n n ℂ) - D) * coreResolvent D E₀)
        - coreResolvent D E * ((E : ℂ) • (1 : Matrix n n ℂ) - D) * coreResolvent D E₀ := by
        rw [h, h₀, mul_one, one_mul]
    _ = _ := by
        rw [← mul_assoc, ← sub_mul, ← mul_sub, hA, mul_smul_comm, mul_one, smul_mul_assoc]
```

The exact expansion uses it twice. `h3` is $RR_0=R_0^2-\delta RR_0^2$, `key` is the second-order formula for $R$, and the last `calc` multiplies by $B$ and $B^*$. Hermiticity of $D$ is not assumed here.

```lean
/-- For two energies off the core spectrum, the error of the linear expansion of `S` about `E₀`
is exactly `(E - E₀)² B (E - D)⁻¹ (E₀ - D)⁻² B*`. -/
theorem selfEnergy_expansion (B : Matrix m n ℂ) {D : Matrix n n ℂ} {E E₀ : ℝ}
    (hE : (E : ℂ) ∉ spectrum ℂ D) (hE₀ : (E₀ : ℂ) ∉ spectrum ℂ D) :
    selfEnergy B D E - selfEnergy B D E₀
        + ((E - E₀ : ℝ) : ℂ) • (B * coreResolvent D E₀ ^ 2 * Bᴴ) =
      (((E - E₀) ^ 2 : ℝ) : ℂ) • (B * coreResolvent D E * coreResolvent D E₀ ^ 2 * Bᴴ) := by
  have h1 := resolvent_identity hE hE₀
  -- the resolvent identity, multiplied once more by the resolvent at `E₀`
  have h2 : (coreResolvent D E - coreResolvent D E₀) * coreResolvent D E₀ =
      ((E₀ - E : ℝ) : ℂ) • (coreResolvent D E * coreResolvent D E₀ ^ 2) := by
    rw [h1, smul_mul_assoc, mul_assoc, ← sq]
  have h3 : coreResolvent D E * coreResolvent D E₀ = coreResolvent D E₀ ^ 2 +
      ((E₀ - E : ℝ) : ℂ) • (coreResolvent D E * coreResolvent D E₀ ^ 2) := by
    rw [← h2, sub_mul, sq, add_sub_cancel]
  have key : coreResolvent D E - coreResolvent D E₀
      + ((E - E₀ : ℝ) : ℂ) • coreResolvent D E₀ ^ 2 =
      (((E - E₀) ^ 2 : ℝ) : ℂ) • (coreResolvent D E * coreResolvent D E₀ ^ 2) := by
    rw [h1, h3]
    push_cast
    module
  calc _ = B * (coreResolvent D E - coreResolvent D E₀
        + ((E - E₀ : ℝ) : ℂ) • coreResolvent D E₀ ^ 2) * Bᴴ := by
        simp only [selfEnergy, Matrix.mul_add, Matrix.mul_sub, Matrix.add_mul, Matrix.sub_mul,
          Matrix.mul_smul, Matrix.smul_mul]
    _ = _ := by rw [key, Matrix.mul_smul, Matrix.smul_mul, ← Matrix.mul_assoc]
```

**Q.** So where does Hermiticity enter?

**A.** In the next theorem, which replaces $BR_0^2B^*$ by the eliminated norm. `hR` proves $R_0^*=R_0$, and `hN` identifies the Gram matrix. For the remainder, `hc` writes the inverse as adjugate over determinant to get continuity at $E_0$. Near $E_0$ the modulus of the matrix element of $BRR_0^2B^*$ is therefore smaller than one plus its modulus at $E_0$, and that number is the constant in the bound.

The notation `=O[𝓝 E₀]` means "bounded by a constant multiple, for $E$ close enough to $E_0$". It is stated for each matrix element `i j`.

```lean
/-- For a Hermitian core and `E₀` off its spectrum, `S(E)` equals `S(E₀)` minus `E - E₀` times
the eliminated norm at `E₀`, up to an error of order `(E - E₀)²` in each matrix element. -/
theorem selfEnergy_linear (B : Matrix m n ℂ) {D : Matrix n n ℂ} (hD : D.IsHermitian) {E₀ : ℝ}
    (hE₀ : (E₀ : ℂ) ∉ spectrum ℂ D) (i j : m) :
    (fun E : ℝ => (selfEnergy B D E - selfEnergy B D E₀
      + ((E - E₀ : ℝ) : ℂ) • eliminatedNorm B D E₀) i j) =O[𝓝 E₀]
      fun E : ℝ => (E - E₀) ^ 2 := by
  -- Hermiticity turns the Gram matrix into the squared resolvent
  have hR : (coreResolvent D E₀)ᴴ = coreResolvent D E₀ := by
    rw [coreResolvent, Matrix.conjTranspose_nonsing_inv, Matrix.conjTranspose_sub,
      Matrix.conjTranspose_smul, Matrix.conjTranspose_one, hD.eq, Complex.star_def,
      Complex.conj_ofReal]
  have hN : eliminatedNorm B D E₀ = B * coreResolvent D E₀ ^ 2 * Bᴴ := by
    rw [eliminatedNorm, coreAmplitude, Matrix.conjTranspose_mul,
      Matrix.conjTranspose_conjTranspose, hR, sq]
    simp only [Matrix.mul_assoc]
  -- the resolvent is continuous at `E₀`, so the exact remainder stays bounded
  have hne := (off_spectrum_iff D E₀).1 hE₀
  have hM : Continuous fun E : ℝ => (E : ℂ) • (1 : Matrix n n ℂ) - D :=
    (Complex.continuous_ofReal.smul continuous_const).sub continuous_const
  have hdet := hM.matrix_det
  have hc : ContinuousAt (fun E : ℝ => coreResolvent D E) E₀ := by
    simp only [coreResolvent, Matrix.inv_def, Ring.inverse_eq_inv']
    exact (hdet.continuousAt.inv₀ hne).smul hM.matrix_adjugate.continuousAt
  have hφ : Continuous fun M : Matrix n n ℂ =>
      (B * M * coreResolvent D E₀ ^ 2 * Bᴴ : Matrix m m ℂ) i j :=
    (((continuous_const.matrix_mul continuous_id).matrix_mul
      continuous_const).matrix_mul continuous_const).matrix_elem i j
  have hT : ContinuousAt (fun E : ℝ =>
      (B * coreResolvent D E * coreResolvent D E₀ ^ 2 * Bᴴ : Matrix m m ℂ) i j) E₀ :=
    (hφ.tendsto (coreResolvent D E₀)).comp hc
  refine IsBigO.of_bound
    (‖(B * coreResolvent D E₀ * coreResolvent D E₀ ^ 2 * Bᴴ : Matrix m m ℂ) i j‖ + 1) ?_
  filter_upwards [hdet.continuousAt.eventually_ne hne,
    hT.norm.eventually_lt continuousAt_const (lt_add_one _)] with E h1 h2
  rw [hN, selfEnergy_expansion B ((off_spectrum_iff D E).2 h1) hE₀, Matrix.smul_apply,
    smul_eq_mul, norm_mul, Complex.norm_real, mul_comm ‖(E - E₀) ^ 2‖]
  exact mul_le_mul_of_nonneg_right h2.le (norm_nonneg _)
```

**Q.** Would a non-Hermitian core really spoil it?

**A.** It can, even when the other core is Hermitian. Let $D_1=\mathrm{diag}(i,-i)$ and $D_2=\mathrm{diag}(1,-1)$, each with $B=(1,1)$, and take $E_0=0$. The first core is a formal example with one growing and one decaying level, not a purely absorbing core. Both scattering terms vanish at $0$ and both eliminated norms equal $2$. But

$$S_1(E)=\frac{2E}{E^2+1},\qquad S_2(E)=\frac{2E}{E^2-1},$$

with slopes $+2$ and $-2$. So it is not enough that one core is Hermitian and the other merely normal.

**Q.** The converse direction needs the coefficients to vanish. How is that done without dividing by $\delta$?

**A.** Suppose $|a-\delta b|\le C\delta^2$ near $E_0$, where $a$ and $b$ are now just complex coefficients. At $E=E_0$ this gives $a=0$. If $b\neq0$, then close to $E_0$ we have $C|\delta|<|b|$; multiplying by $|\delta|>0$ contradicts the bound. The proof picks one such energy different from $E_0$, and `nlinarith` closes the contradiction.

```lean
/-- An affine function of the energy that is of order `(E - E₀)²` near `E₀` has both
coefficients zero. -/
theorem affine_eq_zero {a b : ℂ} {E₀ : ℝ}
    (h : (fun E : ℝ => a - ((E - E₀ : ℝ) : ℂ) * b) =O[𝓝 E₀] fun E : ℝ => (E - E₀) ^ 2) :
    a = 0 ∧ b = 0 := by
  obtain ⟨C, hC⟩ := h.bound
  have ha : a = 0 := by simpa using hC.self_of_nhds
  refine ⟨ha, ?_⟩
  by_contra hb
  -- close to `E₀` the linear term would exceed the quadratic bound
  have hc : ContinuousAt (fun E : ℝ => C * |E - E₀|) E₀ := by fun_prop
  have hlim : ∀ᶠ E in 𝓝 E₀, C * |E - E₀| < ‖b‖ :=
    hc.eventually_lt continuousAt_const (by simpa using hb)
  have hne : ∀ᶠ E in 𝓝[≠] E₀, E ≠ E₀ := eventually_mem_nhdsWithin
  obtain ⟨E, ⟨h1, h2⟩, hE⟩ :=
    (((hC.and hlim).filter_mono nhdsWithin_le_nhds).and hne).exists
  simp only [ha, zero_sub, norm_neg, norm_mul, Complex.norm_real, norm_pow,
    Real.norm_eq_abs] at h1
  nlinarith [mul_lt_mul_of_pos_left h2 (abs_pos.mpr (sub_ne_zero.mpr hE))]
```

**Q.** Then read me the final statement.

**A.** Take two Hermitian cores coupled to the same valence space, and a real $E_0$ off both spectra. Every matrix element of $S_1(E)-S_2(E)$ is $O((E-E_0)^2)$ near $E_0$ if and only if $S_1(E_0)=S_2(E_0)$ and $N_1(E_0)=N_2(E_0)$. These are equalities of full matrices, so off-diagonal elements must match too.

In the proof, `hd` subtracts the two expansions. For the forward direction, the assumed bound minus `hd` leaves an affine function, to which `affine_eq_zero` applies. For the reverse direction, the matched terms drop out of `hd`, leaving the claim.

```lean
/-- For two Hermitian cores and `E₀` off both spectra, the scattering terms differ only at order
`(E - E₀)²` if and only if the scattering terms and the eliminated norms agree at `E₀`. -/
theorem transferability_iff (B₁ : Matrix m n₁ ℂ) (B₂ : Matrix m n₂ ℂ)
    {D₁ : Matrix n₁ n₁ ℂ} {D₂ : Matrix n₂ n₂ ℂ} (hD₁ : D₁.IsHermitian) (hD₂ : D₂.IsHermitian)
    {E₀ : ℝ} (h₁ : (E₀ : ℂ) ∉ spectrum ℂ D₁) (h₂ : (E₀ : ℂ) ∉ spectrum ℂ D₂) :
    (∀ i j, (fun E : ℝ => (selfEnergy B₁ D₁ E - selfEnergy B₂ D₂ E) i j) =O[𝓝 E₀]
      fun E : ℝ => (E - E₀) ^ 2) ↔
    selfEnergy B₁ D₁ E₀ = selfEnergy B₂ D₂ E₀ ∧
      eliminatedNorm B₁ D₁ E₀ = eliminatedNorm B₂ D₂ E₀ := by
  have hd := fun i j => (selfEnergy_linear B₁ hD₁ h₁ i j).sub (selfEnergy_linear B₂ hD₂ h₂ i j)
  constructor
  · intro h
    -- what remains after subtracting the two expansions is affine in the energy
    have hz : ∀ i j, (selfEnergy B₁ D₁ E₀ i j - selfEnergy B₂ D₂ E₀ i j = 0) ∧
        (eliminatedNorm B₁ D₁ E₀ i j - eliminatedNorm B₂ D₂ E₀ i j = 0) := by
      intro i j
      refine affine_eq_zero (E₀ := E₀) (((h i j).sub (hd i j)).congr_left fun E => ?_)
      simp only [Matrix.add_apply, Matrix.sub_apply, Matrix.smul_apply, smul_eq_mul]
      ring
    exact ⟨Matrix.ext fun i j => sub_eq_zero.1 (hz i j).1,
      Matrix.ext fun i j => sub_eq_zero.1 (hz i j).2⟩
  · rintro ⟨hS, hN⟩ i j
    refine (hd i j).congr_left fun E => ?_
    simp only [Matrix.add_apply, Matrix.sub_apply, Matrix.smul_apply, smul_eq_mul, hS, hN]
    ring

end

end CoreTransferability
```

```lean
#print axioms CoreTransferability.core_elimination
#print axioms CoreTransferability.transferability_iff
```

```
'CoreTransferability.core_elimination' depends on axioms: [propext, Classical.choice, Quot.sound]
'CoreTransferability.transferability_iff' depends on axioms: [propext, Classical.choice, Quot.sound]
```

**Q.** You say "scattering", but I see no phase shifts.

**A.** There are none. What is compared is the energy-dependent term that the core feeds into the valence equation. The norm-conservation relation used for pseudopotentials concerns the norm inside a core radius and the energy derivative of a radial logarithmic derivative at that radius. This result is a finite-matrix analogue, without a radius or a radial equation.

The blocks are also fixed: neither $D$ nor $B$ responds to a change in the valence density, as they would in a self-consistent calculation. And the constant in the error bound depends on the cores, so no width is given for the energy window in which a replacement is accurate.

**Q.** Then what does it tell someone working on heavy elements?

**A.** For a fixed, finite Hermitian model, it says which data at one energy a replacement core must reproduce for its scattering term to be right to first order nearby: the scattering term itself and the eliminated norm. The same algebra applies to the small-component block of a Dirac Hamiltonian in a finite orthonormal basis, where the eliminated norm is the small-component norm.
